# At most n polynomial integrals in involution can have independent gradients

Let f_0, …, f_{k−1} be real polynomials in n canonical pairs with {f_i, f_j} = 0 for all i and j. If their gradients are linearly independent at some point of phase space, then k ≤ n. The n energies of uncoupled harmonic oscillators attain this bound.

## Commuting integrals and the number n

Liouville integrability asks for n independent integrals in involution, meaning that their mutual Poisson brackets vanish. The result says that, among polynomial integrals, n is the largest number possible. It concerns only this count: it constructs no invariant tori or action-angle variables and solves no equations of motion. In semiclassical torus quantisation of an integrable system with n degrees of freedom, the same n is the number of quantum numbers; the bound itself is classical and is proved here for polynomial integrals.

Write q_i and p_i for the positions and momenta, with i = 0, …, n−1. The bracket is

{f, g} = Σ_i (∂f/∂q_i ∂g/∂p_i − ∂f/∂p_i ∂g/∂q_i).

## The hypotheses in Lean

A point or vector of phase space is a `Phase n`, a real function on `Fin n ⊕ Fin n`; `inl i` labels q_i and `inr i` labels p_i. An `Observable n` is a real polynomial in these variables. `poissonBracket` uses formal partial derivatives, and `phaseGradient f x` evaluates them at x. The map `symplecticJ` fixes the sign convention J(a, b) = (b, −a), where a is the position part and b the momentum part.

In `integrals_in_involution_le`, `hinv` says that every bracket is the zero polynomial, and `hind` asks for one point x at which all k gradients are independent together. The phase space is flat ℝ^(2n) and the observables are polynomials, so curved phase spaces and non-polynomial integrals, such as a Coulomb energy, are not covered.

Replacing `hind` by linear independence of the polynomials themselves would make the statement false. For n = 1, take H = (p_0² + q_0²)/2. Then H and H² commute and are linearly independent polynomials, although k = 2. Their gradients are parallel everywhere, because ∇(H²) = 2H ∇H.

## Two orthogonal subspaces of dimension k

Applying J to the gradient of g gives (∂g/∂p, −∂g/∂q), the Hamiltonian vector field of g. Hence, at each point x,

{f, g}(x) = ∇f(x) · J∇g(x).

Choose x where the gradients v_i = ∇f_i(x) are independent. Involution gives v_i · Jv_j = 0 for all i and j. Let V be the span of the v_i and W the span of the Jv_i. By linearity in both arguments, every vector of V is orthogonal to every vector of W. A vector u in both satisfies u · u = 0, so u = 0.

The v_i are independent, so dim V = k. Since J is injective, dim W = k as well. The two subspaces meet only in zero and lie in ℝ^(2n), so

2k = dim V + dim W ≤ 2n,

which gives k ≤ n.

## The gradient of one more integral

Suppose now that n integrals in involution have independent gradients at x, and that g commutes with all of them. The pairing is antisymmetric:

u · Jw = Σ_i (u_{q_i} w_{p_i} − u_{p_i} w_{q_i}) = −w · Ju.

In particular u · Ju = 0. If ∇g(x) were outside the span of the n gradients, adding it would give n + 1 independent vectors with vanishing mutual pairings, which contradicts the count. So ∇g(x) is a linear combination of the others. This is a statement about gradients at x; it does not express g as a function of the n integrals.

## Oscillator energies attain the bound

For oscillators that all have unit mass and unit frequency, let E_i = (p_i² + q_i²)/2. Its gradient has entries q_i and p_i in the i-th canonical pair and zeros elsewhere. For i ≠ j, every term of {E_i, E_j} contains a zero factor; for i = j, the bracket is q_i p_i − p_i q_i = 0.

A relation Σ_i c_i ∇E_i = 0 means c_i q_i = 0 and c_i p_i = 0 for every i. If no oscillator is at rest at its origin, all c_i vanish. If one is, its gradient is zero and the family is dependent. The gradients are therefore independent exactly when every oscillator has nonzero position or momentum.

## The complete Lean file

```lean
import Mathlib

open Matrix MvPolynomial
open Sum (inl inr)

namespace IntegralsInInvolution

noncomputable section

/-- Points and vectors of the phase space of `n` canonical pairs: positions are indexed by
`inl i`, momenta by `inr i`. -/
abbrev Phase (n : ℕ) := Fin n ⊕ Fin n → ℝ

/-- Polynomial observables in `n` canonical pairs. -/
abbrev Observable (n : ℕ) := MvPolynomial (Fin n ⊕ Fin n) ℝ

variable {n : ℕ}

/-- The canonical Poisson bracket `∑ᵢ (∂f/∂qᵢ ∂g/∂pᵢ - ∂f/∂pᵢ ∂g/∂qᵢ)`. -/
def poissonBracket (f g : Observable n) : Observable n :=
  ∑ i, (pderiv (inl i) f * pderiv (inr i) g - pderiv (inr i) f * pderiv (inl i) g)

/-- The gradient of an observable at a phase-space point. -/
def phaseGradient (f : Observable n) (x : Phase n) : Phase n :=
  fun s => eval x (pderiv s f)

/-- The symplectic map `(a, b) ↦ (b, -a)`, which turns the gradient of a Hamiltonian into
its Hamiltonian vector field. -/
def symplecticJ : Phase n →ₗ[ℝ] Phase n where
  toFun v := Sum.elim (fun i => v (inr i)) (fun i => -v (inl i))
  map_add' v w := by
    ext s
    rcases s with i | i
    · simp
    · simp [add_comm]
  map_smul' c v := by
    ext s
    rcases s with i | i <;> simp

/-- The symplectic pairing of two vectors, written out in positions and momenta. -/
theorem dot_symplecticJ (v w : Phase n) :
    v ⬝ᵥ symplecticJ w = ∑ i, (v (inl i) * w (inr i) - v (inr i) * w (inl i)) := by
  simp only [dotProduct, Fintype.sum_sum_type, symplecticJ, LinearMap.coe_mk, AddHom.coe_mk,
    Sum.elim_inl, Sum.elim_inr, mul_neg, Finset.sum_neg_distrib, Finset.sum_sub_distrib]
  ring

/-- The symplectic pairing is antisymmetric. -/
theorem dot_symplecticJ_antisymm (v w : Phase n) :
    v ⬝ᵥ symplecticJ w = -(w ⬝ᵥ symplecticJ v) := by
  rw [dot_symplecticJ, dot_symplecticJ, ← Finset.sum_neg_distrib]
  exact Finset.sum_congr rfl fun i _ => by ring

/-- At each point, the Poisson bracket is the gradient of `f` paired with the Hamiltonian
vector field of `g`. -/
theorem eval_poissonBracket (f g : Observable n) (x : Phase n) :
    eval x (poissonBracket f g) = phaseGradient f x ⬝ᵥ symplecticJ (phaseGradient g x) := by
  rw [dot_symplecticJ]
  simp only [poissonBracket, phaseGradient, map_sum, map_sub, map_mul]

/-- Linearly independent vectors whose mutual symplectic pairings all vanish number at
most `n`. -/
theorem card_le_of_isotropic {ι : Type*} [Fintype ι] (v : ι → Phase n)
    (hv : LinearIndependent ℝ v) (h : ∀ i j, v i ⬝ᵥ symplecticJ (v j) = 0) :
    Fintype.card ι ≤ n := by
  have hinj : Function.Injective (symplecticJ (n := n)) := by
    intro a b hab
    ext s
    rcases s with i | i
    · have := congrFun hab (inr i)
      simpa [symplecticJ] using this
    · have := congrFun hab (inl i)
      simpa [symplecticJ] using this
  have hJ : LinearIndependent ℝ (fun i => symplecticJ (v i)) :=
    hv.map' symplecticJ (LinearMap.ker_eq_bot.2 hinj)
  -- the span of the vectors is orthogonal to the span of their images under `J`
  have horth : ∀ a ∈ Submodule.span ℝ (Set.range v),
      ∀ b ∈ Submodule.span ℝ (Set.range fun i => symplecticJ (v i)), a ⬝ᵥ b = 0 := by
    intro a ha b hb
    induction ha using Submodule.span_induction with
    | mem a ha =>
      obtain ⟨i, rfl⟩ := ha
      induction hb using Submodule.span_induction with
      | mem b hb =>
        obtain ⟨j, rfl⟩ := hb
        exact h i j
      | zero => exact dotProduct_zero _
      | add b c _ _ hb hc => rw [dotProduct_add, hb, hc, add_zero]
      | smul r b _ hb => rw [dotProduct_smul, hb, smul_zero]
    | zero => exact zero_dotProduct _
    | add a c _ _ ha hc => rw [add_dotProduct, ha, hc, add_zero]
    | smul r a _ ha => rw [smul_dotProduct, ha, smul_zero]
  have hd : Disjoint (Submodule.span ℝ (Set.range v))
      (Submodule.span ℝ (Set.range fun i => symplecticJ (v i))) :=
    Submodule.disjoint_def.2 fun a ha hb => dotProduct_self_eq_zero.1 (horth a ha a hb)
  -- together they are twice as many independent vectors in dimension `2n`
  have hcard := (hv.sum_type hJ hd).fintype_card_le_finrank
  simp only [Module.finrank_fintype_fun_eq_card, Fintype.card_sum, Fintype.card_fin] at hcard
  omega

/-- If `k` polynomial observables in `n` canonical pairs are in involution and their gradients
are linearly independent at some point, then `k ≤ n`. -/
theorem integrals_in_involution_le {k : ℕ} (f : Fin k → Observable n)
    (hinv : ∀ i j, poissonBracket (f i) (f j) = 0)
    (hind : ∃ x, LinearIndependent ℝ (fun i => phaseGradient (f i) x)) : k ≤ n := by
  obtain ⟨x, hx⟩ := hind
  have hcard := card_le_of_isotropic _ hx fun i j => by
    rw [← eval_poissonBracket, hinv, map_zero]
  rwa [Fintype.card_fin] at hcard

/-- Given `n` integrals in involution with independent gradients at `x`, the gradient at `x` of
any observable in involution with all of them is a linear combination of theirs. -/
theorem gradient_mem_span_of_involution (f : Fin n → Observable n) (g : Observable n)
    (x : Phase n) (hinv : ∀ i j, poissonBracket (f i) (f j) = 0)
    (hind : LinearIndependent ℝ (fun i => phaseGradient (f i) x))
    (hg : ∀ i, poissonBracket (f i) g = 0) :
    phaseGradient g x ∈ Submodule.span ℝ (Set.range fun i => phaseGradient (f i) x) := by
  by_contra hnot
  have hfg : ∀ i, phaseGradient (f i) x ⬝ᵥ symplecticJ (phaseGradient g x) = 0 := fun i => by
    rw [← eval_poissonBracket, hg, map_zero]
  -- otherwise `g` would enlarge the family to `n + 1` independent integrals
  have hcard := card_le_of_isotropic _ (linearIndependent_option'.2 ⟨hind, hnot⟩) (by
    rintro (_ | i) (_ | j)
    · have hs := dot_symplecticJ_antisymm (phaseGradient g x) (phaseGradient g x)
      have h0 : phaseGradient g x ⬝ᵥ symplecticJ (phaseGradient g x) = 0 := by linarith
      exact h0
    · have h0 : phaseGradient g x ⬝ᵥ symplecticJ (phaseGradient (f j) x) = 0 := by
        rw [dot_symplecticJ_antisymm, hfg, neg_zero]
      exact h0
    · exact hfg i
    · have h0 : phaseGradient (f i) x ⬝ᵥ symplecticJ (phaseGradient (f j) x) = 0 := by
        rw [← eval_poissonBracket, hinv, map_zero]
      exact h0)
  rw [Fintype.card_option, Fintype.card_fin] at hcard
  omega

/-- The energy `(pᵢ² + qᵢ²)/2` of the `i`-th of `n` uncoupled harmonic oscillators. -/
def modeEnergy (i : Fin n) : Observable n :=
  C (1 / 2) * (X (inr i) ^ 2 + X (inl i) ^ 2)

/-- The gradient of a mode energy has entries `qᵢ` and `pᵢ` in its own canonical pair and
zeros elsewhere. -/
theorem gradient_modeEnergy (i : Fin n) (x : Phase n) :
    phaseGradient (modeEnergy i) x =
      Sum.elim (Pi.single i (x (inl i))) (Pi.single i (x (inr i))) := by
  ext s
  rcases s with k | k <;> rcases eq_or_ne i k with rfl | h
  · simp [phaseGradient, modeEnergy, pow_two, pderiv_X] <;> ring
  · simp [phaseGradient, modeEnergy, pow_two, pderiv_X, h, h.symm]
  · simp [phaseGradient, modeEnergy, pow_two, pderiv_X] <;> ring
  · simp [phaseGradient, modeEnergy, pow_two, pderiv_X, h, h.symm]

/-- The `n` mode energies are in involution, and their gradients are independent at `x` exactly
when every oscillator has nonzero position or momentum there. -/
theorem integrals_in_involution_witness :
    (∀ i j : Fin n, poissonBracket (modeEnergy i) (modeEnergy j) = 0) ∧
    ∀ x : Phase n, LinearIndependent ℝ (fun i => phaseGradient (modeEnergy i) x) ↔
      ∀ i, x (inl i) ≠ 0 ∨ x (inr i) ≠ 0 := by
  refine ⟨fun i j => ?_, fun x => ⟨fun hx i => ?_, fun hx => ?_⟩⟩
  · -- a polynomial that vanishes at every real point is zero
    apply MvPolynomial.funext
    intro x
    rw [eval_poissonBracket, gradient_modeEnergy, gradient_modeEnergy, dot_symplecticJ, map_zero]
    refine Finset.sum_eq_zero fun k _ => ?_
    simp only [Sum.elim_inl, Sum.elim_inr, Pi.single_apply]
    by_cases hi : k = i
    · by_cases hj : k = j
      · subst hi
        subst hj
        ring
      · simp [hj]
    · simp [hi]
  · by_contra hcon
    push Not at hcon
    apply hx.ne_zero i
    simp only [gradient_modeEnergy, hcon.1, hcon.2, Pi.single_zero]
    ext s
    rcases s with k | k <;> rfl
  · rw [Fintype.linearIndependent_iff]
    intro c hc i
    have hq := congrFun hc (inl i)
    have hp := congrFun hc (inr i)
    simp [gradient_modeEnergy, Finset.sum_apply, Pi.single_apply] at hq hp
    rcases hx i with h | h
    · exact hq.resolve_right h
    · exact hp.resolve_right h

end

end IntegralsInInvolution
```

```lean
#print axioms IntegralsInInvolution.integrals_in_involution_le
-- 'IntegralsInInvolution.integrals_in_involution_le' depends on axioms: [propext, Classical.choice, Quot.sound]
#print axioms IntegralsInInvolution.gradient_mem_span_of_involution
-- 'IntegralsInInvolution.gradient_mem_span_of_involution' depends on axioms: [propext, Classical.choice, Quot.sound]
```

## How the Lean proof carries out the count

`dot_symplecticJ` writes the pairing in components, `dot_symplecticJ_antisymm` gives its antisymmetry, and `eval_poissonBracket` identifies it with the bracket at a point.

The dimension count is in `card_le_of_isotropic`. There `hinj` and `hJ` show that J preserves independence. The nested span inductions in `horth` extend orthogonality from the generators to V and W, and `hd` uses u · u = 0 to show that the subspaces meet only in zero. `sum_type` then joins the two families into one independent family, whose size is at most the dimension 2n.

`integrals_in_involution_le` applies this lemma to the gradients at x. `gradient_mem_span_of_involution` argues by contradiction with a family indexed by `Option (Fin n)`, where `none` stands for g. Its four cases are the pairings of g with itself, of g with f_j, of f_i with g, and of f_i with f_j.

For the oscillators, `gradient_modeEnergy` computes the gradients. `integrals_in_involution_witness` proves that each bracket is the zero polynomial by showing that it vanishes at every real point, then reads off the coefficients c_i from the position and momentum components.

## A rank check for candidate integrals

In a numerical calculation, the gradients at a sampled point x can be stored as the rows of a k × 2n matrix G. With J written as a matrix, the entries of G J Gᵀ are the brackets at x, and the rank of G counts the independent gradients. If all brackets vanish there, the rank is at most n. So if the brackets are known from algebra to vanish, a computed rank above n points to an error in the derivatives or in the numerical rank. Without that knowledge, it may simply mean that the candidates are not in involution. A rank below k at one point does not exclude independence at another, as an oscillator at rest at its origin shows.
